# N + 1 particles, one at the origin and the farthest at distance R > 0, split into two clusters at least R/N apart

## Clusters as sets of labels

When some particles of an atom move far from the nucleus, we want to divide the system into two groups that are far from each other. Here a division is a set $S$ of particle labels together with its complement, and its separation is a lower bound on every distance between a particle in $S$ and one outside. The set may depend on the configuration, and particles may coincide.

The labels are $0,1,\dots,N$, with the nucleus as particle $0$ at the origin. Thus $N$ counts the other particles, and the total is $N+1$. The radius of a configuration $x_0,\dots,x_N$ is $R=\max_i\|x_i\|$.

Such splits enter the study of the HVZ theorem, which, for potentials that vanish at infinity and with the nucleus fixed or the centre-of-mass motion removed, places the bottom of the essential spectrum of a many-body Hamiltonian at the lowest energy of the system broken into separated clusters; the lemma gives the geometry for finitely many classical points and says nothing about spectra. One route from here to quantum mechanics is localisation: the wave function is cut into parts belonging to different splits, and the kinetic energy cost of the cuts is estimated.

## The statement in words

`geometric_cluster` assumes $x_0=0$ and $R>0$. It gives a set $S$ that contains $0$ and leaves out some farthest particle $m$, with

$$\|x_i-x_j\|\ \ge\ R/N\qquad (i\in S,\ j\notin S).$$

Both clusters are therefore nonempty, and $R>0$ forces $N\ge1$.

In Lean:

- A configuration is a map `x : Fin (N + 1) → E`. The space `E` is a normed additive group, which includes $\mathbb R^3$; scalar multiplication and finite dimension are not required.
- `radius x` is $R$, measured from the origin and not from the centre of mass.
- `IsSeparated x S d` says that all distances between the clusters are at least `d`. It holds trivially if one cluster is empty, so the theorems state nonemptiness separately.
- `interaction V x S` is the sum of $V_{ij}(x_i-x_j)$ over $i\in S$, $j\notin S$. Each pair across the split is counted once, and the potentials are real functions of the relative position.

## An empty shell

Let $r_0,\dots,r_N$ be real numbers with $r_a=0$ and $r_b>0$. Then $a\neq b$, so $N\ge1$. Put $\delta=r_b/N$ and consider the $N$ disjoint open shells

$$(k\delta,(k+1)\delta),\qquad k=0,\dots,N-1.$$

The values $r_a=0$ and $r_b=N\delta$ are endpoints and lie in none of them. Only $N-1$ numbers remain for $N$ shells, so some shell is empty. With $t=k\delta$ for that shell, $0\le t<r_b$, and every $r_i$ satisfies $r_i\le t$ or $r_i\ge t+\delta$.

## From the shell to the clusters

Take two particles $a,b$ at different positions and set $r_i=\|x_i-x_a\|$. Let $S$ contain the particles with $r_i\le t$. Then $a\in S$, because $r_a=0\le t$, and $b\notin S$, because $r_b>t$. For $i\in S$ and $j\notin S$, the reverse triangle inequality gives

$$\|x_i-x_j\|\ \ge\ r_j-r_i\ \ge\ (t+\delta)-t\ =\ \frac{\|x_b-x_a\|}{N}.$$

If $a\ne b$ are at the same position, the required separation is zero and $S=\{a\}$ will do.

Now choose $a=0$ and let $b=m$ be a farthest particle. Since $\|x_m\|=R>0=\|x_0\|$, the two are different, and the bound becomes $R/N$.

## The chain attains the bound

For $N\ge1$ and $R\ge0$, place $x_i=iR/N$ on the real line. The radius is $R$. Any split into two nonempty clusters separates some pair of neighbours, whose distance is $R/N$. No such split of this chain has a larger separation, so the constant $1/N$ is optimal.

## Weak interaction between the clusters

Suppose $V_{ij}(y)\to0$ as $\|y\|\to\infty$ for all $i,j$. This represents interaction energies that fade with distance, as the Coulomb energy $q_iq_j/\|y\|$ of two charges $q_i,q_j$ in $\mathbb R^3$ does (in atomic units); confining potentials, which grow with distance, are excluded. Given $\varepsilon>0$, set $\eta=\varepsilon/(N+1)^2$ and choose $L$ such that $|V_{ij}(y)|<\eta$ for all $i,j$ whenever $\|y\|\ge L$. Let $R_0=\max(1,LN)$. If $R\ge R_0$, the lemma gives a split with separation $R/N\ge L$. At most $(N+1)^2$ pairs cross it, so

$$\Bigl|\sum_{i\in S}\sum_{j\notin S}V_{ij}(x_i-x_j)\Bigr|\le (N+1)^2\eta=\varepsilon .$$

The threshold $R_0$ depends on $N$, $\varepsilon$ and the potentials, but not on the configuration. For $N=0$ the radius is zero, so no configuration reaches $R_0\ge1$.

## The Lean file

```lean
import Mathlib

open Filter Topology

namespace GeometricClusterHVZ

noncomputable section

variable {E : Type*} [NormedAddCommGroup E] {N : ℕ}

/-- The radius of a configuration: the largest distance of a particle from the origin. -/
def radius (x : Fin (N + 1) → E) : ℝ :=
  Finset.univ.sup' Finset.univ_nonempty (fun i => ‖x i‖)

/-- Every particle in the cluster `S` is at distance at least `d` from every particle
outside `S`. -/
def IsSeparated (x : Fin (N + 1) → E) (S : Finset (Fin (N + 1))) (d : ℝ) : Prop :=
  ∀ i ∈ S, ∀ j ∉ S, d ≤ ‖x i - x j‖

/-- The intercluster interaction: the sum of the pair potentials between particles in `S`
and particles outside `S`. -/
def interaction (V : Fin (N + 1) → Fin (N + 1) → E → ℝ) (x : Fin (N + 1) → E)
    (S : Finset (Fin (N + 1))) : ℝ :=
  ∑ i ∈ S, ∑ j ∈ Sᶜ, V i j (x i - x j)

/-- The chain of `N + 1` equally spaced points on the line from `0` to `R`, for `N ≥ 1`. -/
def chain (N : ℕ) (R : ℝ) (i : Fin (N + 1)) : ℝ := ((i : ℕ) : ℝ) * (R / N)

/-- If `N + 1` radii include the value zero and a positive value `r b`, then some shell of
thickness `r b / N`, starting at a radius `t` with `0 ≤ t < r b`, has no radius in its interior. -/
theorem exists_empty_shell (r : Fin (N + 1) → ℝ) {a b : Fin (N + 1)}
    (ha : r a = 0) (hb : 0 < r b) :
    ∃ t, 0 ≤ t ∧ t < r b ∧ ∀ i, r i ≤ t ∨ t + r b / N ≤ r i := by
  have hab : a ≠ b := by
    intro h
    rw [← h, ha] at hb
    exact lt_irrefl _ hb
  have hN : 0 < N := by
    have h1 := a.isLt
    have h2 := b.isLt
    have h3 : a.val ≠ b.val := fun h => hab (Fin.ext h)
    omega
  have hN' : (0 : ℝ) < N := by exact_mod_cast hN
  obtain ⟨δ, hδ⟩ : ∃ δ, δ = r b / N := ⟨_, rfl⟩
  have hδ0 : 0 < δ := by rw [hδ]; exact div_pos hb hN'
  have hNδ : (N : ℝ) * δ = r b := by rw [hδ]; field_simp
  have key : ∃ k : Fin N, ∀ i,
      r i ≤ ((k : ℕ) : ℝ) * δ ∨ (((k : ℕ) : ℝ) + 1) * δ ≤ r i := by
    by_contra! h
    -- a particle in each of the N shells would give N particles besides a and b
    choose f hf using h
    have hlt : ∀ k l, f k = f l → k.val < l.val + 1 := by
      intro k l hkl
      have h1 := (hf k).1
      rw [hkl] at h1
      have h2 := lt_of_mul_lt_mul_right (h1.trans (hf l).2) hδ0.le
      exact_mod_cast h2
    have hinj : Function.Injective f := by
      intro k l hkl
      have h1 := hlt k l hkl
      have h2 := hlt l k hkl.symm
      exact Fin.ext (by omega)
    have hsub : Finset.univ.image f ⊆ (Finset.univ.erase a).erase b := by
      intro i hi
      obtain ⟨k, -, rfl⟩ := Finset.mem_image.1 hi
      refine Finset.mem_erase.2 ⟨?_, Finset.mem_erase.2 ⟨?_, Finset.mem_univ _⟩⟩
      · intro h
        have h1 := (hf k).2
        rw [h, ← hNδ] at h1
        have h2 := lt_of_mul_lt_mul_right h1 hδ0.le
        have h3 : N < k.val + 1 := by exact_mod_cast h2
        have h4 := k.isLt
        omega
      · intro h
        have h1 := (hf k).1
        rw [h, ha] at h1
        have h2 : 0 ≤ ((k : ℕ) : ℝ) * δ := by positivity
        linarith
    have hc := Finset.card_le_card hsub
    rw [Finset.card_image_of_injective _ hinj,
      Finset.card_erase_of_mem (Finset.mem_erase.2 ⟨hab.symm, Finset.mem_univ b⟩),
      Finset.card_erase_of_mem (Finset.mem_univ a)] at hc
    simp only [Finset.card_univ, Fintype.card_fin] at hc
    omega
  obtain ⟨k, hk⟩ := key
  refine ⟨((k : ℕ) : ℝ) * δ, by positivity, ?_, fun i => ?_⟩
  · rw [← hNδ]
    exact mul_lt_mul_of_pos_right (by exact_mod_cast k.isLt) hδ0
  · rw [← hδ]
    rcases hk i with h | h
    · exact Or.inl h
    · exact Or.inr (by linarith)

/-- Any two different particles `a` and `b` among `N + 1` can be put into different clusters
whose separation is at least the distance between `a` and `b` divided by `N`. -/
theorem exists_split_between (x : Fin (N + 1) → E) {a b : Fin (N + 1)} (hab : a ≠ b) :
    ∃ S : Finset (Fin (N + 1)), a ∈ S ∧ b ∉ S ∧ IsSeparated x S (‖x b - x a‖ / N) := by
  by_cases h : x b = x a
  · exact ⟨{a}, by simp, by simpa using hab.symm, fun i _ j _ => by simp [h]⟩
  obtain ⟨t, ht0, htb, ht⟩ := exists_empty_shell (fun i => ‖x i - x a‖) (a := a) (b := b)
    (by simp) (norm_pos_iff.2 (sub_ne_zero.2 h))
  -- the cluster of a is everything inside the empty shell
  refine ⟨Finset.univ.filter (fun i => ‖x i - x a‖ ≤ t), by simpa using ht0,
    fun hb => not_le_of_gt htb (Finset.mem_filter.1 hb).2, fun i hi j hj => ?_⟩
  have hi' : ‖x i - x a‖ ≤ t := (Finset.mem_filter.1 hi).2
  have hj' : ¬ ‖x j - x a‖ ≤ t :=
    fun h' => hj (Finset.mem_filter.2 ⟨Finset.mem_univ _, h'⟩)
  have h1 : t + ‖x b - x a‖ / N ≤ ‖x j - x a‖ := (ht j).resolve_left hj'
  have h2 := norm_sub_norm_le (x j - x a) (x i - x a)
  rw [sub_sub_sub_cancel_right, norm_sub_rev (x j) (x i)] at h2
  linarith

/-- Geometric cluster lemma: with particle `0` at the origin and positive radius `R`, the
particles split into a cluster containing particle `0` and a rest containing a farthest particle,
at mutual distance at least `R / N`. -/
theorem geometric_cluster (x : Fin (N + 1) → E) (h0 : x 0 = 0) (hR : 0 < radius x) :
    ∃ S : Finset (Fin (N + 1)), 0 ∈ S ∧ (∃ m, m ∉ S ∧ ‖x m‖ = radius x) ∧
      IsSeparated x S (radius x / N) := by
  obtain ⟨m, -, hm'⟩ := Finset.exists_mem_eq_sup' Finset.univ_nonempty (fun i => ‖x i‖)
  have hm : radius x = ‖x m‖ := hm'
  have hne : 0 ≠ m := by
    intro h
    rw [hm, ← h, h0, norm_zero] at hR
    exact lt_irrefl _ hR
  obtain ⟨S, h0S, hmS, hsep⟩ := exists_split_between x hne
  rw [h0, sub_zero, ← hm] at hsep
  exact ⟨S, h0S, ⟨m, hmS, hm.symm⟩, hsep⟩

/-- For `N ≥ 1` and `R ≥ 0` the equally spaced chain has radius `R`. -/
theorem radius_chain (hN : 0 < N) {R : ℝ} (hR : 0 ≤ R) : radius (chain N R) = R := by
  have hN' : (0 : ℝ) < N := by exact_mod_cast hN
  have hc : (N : ℝ) * (R / N) = R := by field_simp
  have hn : ∀ i, ‖chain N R i‖ = ((i : ℕ) : ℝ) * (R / N) := fun i =>
    Real.norm_of_nonneg (by unfold chain; positivity)
  apply le_antisymm
  · refine Finset.sup'_le _ _ fun i _ => ?_
    have hi : ((i : ℕ) : ℝ) ≤ N := by exact_mod_cast Nat.le_of_lt_succ i.isLt
    rw [hn]
    calc ((i : ℕ) : ℝ) * (R / N) ≤ N * (R / N) := by gcongr
      _ = R := hc
  · have h := Finset.le_sup' (fun i => ‖chain N R i‖) (Finset.mem_univ (Fin.last N))
    have e : ‖chain N R (Fin.last N)‖ = R := by rw [hn, Fin.val_last, hc]
    exact e.symm.le.trans h

/-- No split of the equally spaced chain with `R ≥ 0` into two nonempty clusters has a separation
larger than `R / N`. -/
theorem chain_separation_le {R d : ℝ} (hR : 0 ≤ R) {S : Finset (Fin (N + 1))}
    (hS : S.Nonempty) (hS' : Sᶜ.Nonempty) (hsep : IsSeparated (chain N R) S d) :
    d ≤ R / N := by
  obtain ⟨a, ha⟩ := hS
  obtain ⟨b, hb⟩ := hS'
  by_contra! hd
  have hdist : ∀ i : Fin N, ‖chain N R i.succ - chain N R i.castSucc‖ = R / N := by
    intro i
    have h : chain N R i.succ - chain N R i.castSucc = R / N := by
      change (((i : ℕ) + 1 : ℕ) : ℝ) * (R / N) - ((i : ℕ) : ℝ) * (R / N) = R / N
      push_cast
      ring
    rw [h]
    exact Real.norm_of_nonneg (by positivity)
  -- neighbours must share a cluster, hence so do all points
  have step : ∀ i : Fin N, i.castSucc ∈ S ↔ i.succ ∈ S := by
    intro i
    constructor
    · intro h
      by_contra h'
      have h1 := hsep _ h _ h'
      rw [norm_sub_rev, hdist] at h1
      linarith
    · intro h
      by_contra h'
      have h1 := hsep _ h _ h'
      rw [hdist] at h1
      linarith
  have all : ∀ i : Fin (N + 1), i ∈ S ↔ 0 ∈ S := by
    intro i
    induction i using Fin.induction with
    | zero => exact Iff.rfl
    | succ i ih => exact (step i).symm.trans ih
  exact Finset.mem_compl.1 hb ((all b).2 ((all a).1 ha))

/-- Let `ε > 0`. If all pair potentials vanish at infinity, then there is a threshold `R₀` such that
every configuration with particle `0` at the origin and radius at least `R₀` has a split into two
nonempty clusters whose intercluster interaction is at most `ε` in absolute value. -/
theorem intercluster_interaction_small (V : Fin (N + 1) → Fin (N + 1) → E → ℝ)
    (hV : ∀ i j, Tendsto (V i j) (Bornology.cobounded E) (𝓝 0)) {ε : ℝ} (hε : 0 < ε) :
    ∃ R₀ : ℝ, ∀ x : Fin (N + 1) → E, x 0 = 0 → R₀ ≤ radius x →
      ∃ S : Finset (Fin (N + 1)), 0 ∈ S ∧ Sᶜ.Nonempty ∧ |interaction V x S| ≤ ε := by
  obtain ⟨η, hη⟩ : ∃ η : ℝ, η = ε / ((N + 1) * (N + 1)) := ⟨_, rfl⟩
  have hη0 : 0 < η := by rw [hη]; positivity
  have hev : ∀ᶠ y in Bornology.cobounded E, ∀ i j, |V i j y| < η := by
    simp only [Filter.eventually_all]
    intro i j
    filter_upwards [hV i j (Metric.ball_mem_nhds 0 hη0)] with y hy
    simpa [Real.dist_eq] using hy
  obtain ⟨ρ, -, hρ⟩ := hasBasis_cobounded_norm.eventually_iff.1 hev
  refine ⟨max 1 (ρ * N), fun x h0 hx => ?_⟩
  have hR : 0 < radius x := lt_of_lt_of_le one_pos ((le_max_left _ _).trans hx)
  obtain ⟨S, h0S, ⟨m, hmS, -⟩, hsep⟩ := geometric_cluster x h0 hR
  have hN : 0 < N := by
    have h1 : m.val ≠ 0 := fun h => hmS ((Fin.ext h : m = 0) ▸ h0S)
    have h2 := m.isLt
    omega
  have hN' : (0 : ℝ) < N := by exact_mod_cast hN
  have hfar : ρ ≤ radius x / N := (le_div_iff₀ hN').2 ((le_max_right _ _).trans hx)
  refine ⟨S, h0S, ⟨m, Finset.mem_compl.2 hmS⟩, ?_⟩
  have hcard : ∀ T : Finset (Fin (N + 1)), (T.card : ℝ) ≤ N + 1 := by
    intro T
    have h := Finset.card_le_univ T
    rw [Fintype.card_fin] at h
    exact_mod_cast h
  -- each intercluster pair contributes at most η
  calc |interaction V x S| ≤ ∑ i ∈ S, |∑ j ∈ Sᶜ, V i j (x i - x j)| :=
        Finset.abs_sum_le_sum_abs _ _
    _ ≤ ∑ i ∈ S, ∑ j ∈ Sᶜ, η := by
        refine Finset.sum_le_sum fun i hi => (Finset.abs_sum_le_sum_abs _ _).trans ?_
        refine Finset.sum_le_sum fun j hj => ?_
        exact (hρ (hfar.trans (hsep i hi j (Finset.mem_compl.1 hj))) i j).le
    _ = (S.card : ℝ) * ((Sᶜ.card : ℝ) * η) := by
        simp only [Finset.sum_const, nsmul_eq_mul]
    _ ≤ ((N : ℝ) + 1) * (((N : ℝ) + 1) * η) :=
        mul_le_mul (hcard S) (mul_le_mul_of_nonneg_right (hcard Sᶜ) hη0.le)
          (by positivity) (by positivity)
    _ = ε := by rw [hη]; field_simp

end

end GeometricClusterHVZ
```

```lean
#print axioms GeometricClusterHVZ.geometric_cluster
#print axioms GeometricClusterHVZ.radius_chain
#print axioms GeometricClusterHVZ.chain_separation_le
#print axioms GeometricClusterHVZ.intercluster_interaction_small
```

```
'GeometricClusterHVZ.geometric_cluster' depends on axioms: [propext, Classical.choice, Quot.sound]
'GeometricClusterHVZ.radius_chain' depends on axioms: [propext, Classical.choice, Quot.sound]
'GeometricClusterHVZ.chain_separation_le' depends on axioms: [propext, Classical.choice, Quot.sound]
'GeometricClusterHVZ.intercluster_interaction_small' depends on axioms: [propext, Classical.choice, Quot.sound]
```

## The counting argument in Lean

`exists_empty_shell` argues by contradiction. If every shell is occupied, `choose` picks a particle `f k` in shell `k`. The step `hlt` shows that `f k = f l` implies $k<l+1$; used in both directions, it gives $k=l$, so `f` is injective. `hsub` shows that its values avoid `a` and `b`. Comparing cardinalities gives $N\le N-1$, which `omega` refutes.

`exists_split_between` first treats coinciding positions, then defines the cluster by `Finset.filter` and applies the reverse triangle inequality `norm_sub_norm_le`. `geometric_cluster` obtains a particle that attains the maximum and applies this result to `0` and `m`.

## Optimality and interaction in Lean

`radius_chain` bounds every norm by $R$ and finds equality at the last point. `chain_separation_le` supposes $d>R/N$. Then neighbours must share a cluster (`step`), and induction along the chain puts all points in the same one (`all`), contradicting the nonempty complement.

In `intercluster_interaction_small`, the cutoff $L$ is called `ρ` and comes from the description of the filter `cobounded` by norms. The closing `calc` block bounds the absolute value of the sum by the sum of absolute values, replaces each term by `η`, and counts pairs.
